# Convergence of the Newton–Schulz iteration to the pseudoinverse of a Hermitian matrix, from a suitable start with the same eigenvectors

The theorem `spectral_tendsto` concerns a finite Hermitian matrix S = U diag(d) Uᴴ, such as the overlap matrix of a finite basis, with U unitary and d real. The iteration Y ↦ Y(2 − SY), started from U diag(y) Uᴴ with y real, is shown to converge to U diag(d⁻¹) Uᴴ, where 0⁻¹ is taken to be 0, so that the limit is the pseudoinverse when S is singular. The condition is that for each i either |1 − dᵢyᵢ| < 1, or dᵢ and yᵢ are both zero. The proof reduces the matrix iteration to one scalar iteration for each i, proves that each of these converges, and carries the limits back to the matrix by continuity. Where dᵢ and yᵢ vanish, the scalar iteration stays at zero, and its limit has to be recognised as 0⁻¹.

This version doesn't compile in Lean 4 with Mathlib:

```lean
import Mathlib

open Matrix Filter Topology
open scoped ComplexOrder

namespace SpectralTendsto

noncomputable section

/-- The iteration `Y ↦ Y (2 - s Y)` started from `y`, in any ring. -/
def schulz {R : Type*} [Ring R] (s y : R) : ℕ → R
  | 0 => y
  | k + 1 => schulz s y k * (2 - s * schulz s y k)

variable {n : Type*} [Fintype n] [DecidableEq n]

/-- The matrix `U diag(d) Uᴴ` built from a square matrix `U` and real numbers `d`. -/
def spectral (U : Matrix n n ℂ) (d : n → ℝ) : Matrix n n ℂ :=
  U * diagonal (fun i => (d i : ℂ)) * Uᴴ

/-- After `k` steps the residual `1 - s Y` is the initial residual to the power `2^k`. -/
theorem residual_eq {R : Type*} [Ring R] (s y : R) (k : ℕ) :
    1 - s * schulz s y k = (1 - s * y) ^ (2 ^ k) := by
  induction k with
  | zero => simp [schulz]
  | succ k ih =>
    rw [pow_succ 2 k, pow_mul, ← ih, schulz]
    noncomm_ring

/-- For real numbers the iteration converges to `1/a` if the initial residual is below one
in absolute value. -/
theorem scalar_tendsto {a y : ℝ} (h : |1 - a * y| < 1) :
    Tendsto (schulz a y) atTop (𝓝 a⁻¹) := by
  have ha : a ≠ 0 := by
    rintro rfl
    simp at h
  have hk : ∀ k, schulz a y k = a⁻¹ * (1 - (1 - a * y) ^ (2 ^ k)) := by
    intro k
    rw [← residual_eq]
    field_simp
    ring
  have hp : Tendsto (fun k : ℕ => (1 - a * y) ^ (2 ^ k)) atTop (𝓝 0) :=
    (tendsto_pow_atTop_nhds_zero_of_abs_lt_one h).comp
      (tendsto_pow_atTop_atTop_of_one_lt (one_lt_two : (1 : ℕ) < 2))
  have hl := (hp.const_sub 1).const_mul a⁻¹
  rw [sub_zero, mul_one] at hl
  exact hl.congr fun k => (hk k).symm

/-- For `U` with `Uᴴ U = 1`, matrices `U diag(d) Uᴴ` multiply entry by entry in `d`. -/
theorem spectral_mul {U : Matrix n n ℂ} (hU : Uᴴ * U = 1) (a b : n → ℝ) :
    spectral U a * spectral U b = spectral U (fun i => a i * b i) := by
  have hd : diagonal (fun i => ((a i * b i : ℝ) : ℂ))
      = diagonal (fun i => (a i : ℂ)) * diagonal (fun i => (b i : ℂ)) := by
    rw [diagonal_mul_diagonal]
    simp only [Complex.ofReal_mul]
  unfold spectral
  rw [hd]
  calc _ = U * diagonal (fun i => (a i : ℂ)) * (Uᴴ * U)
        * diagonal (fun i => (b i : ℂ)) * Uᴴ := by simp only [Matrix.mul_assoc]
    _ = _ := by rw [hU, Matrix.mul_one]; simp only [Matrix.mul_assoc]

/-- For `U` with `Uᴴ U = 1`, the iteration for `U diag(d) Uᴴ` started from `U diag(y) Uᴴ` keeps this
form, and each diagonal entry follows the scalar iteration for `d i` started from `y i`. -/
theorem schulz_spectral {U : Matrix n n ℂ} (hU : Uᴴ * U = 1) (d y : n → ℝ) (k : ℕ) :
    schulz (spectral U d) (spectral U y) k
      = spectral U (fun i => schulz (d i) (y i) k) := by
  induction k with
  | zero => rfl
  | succ k ih =>
    simp only [schulz]
    rw [ih, mul_sub, mul_two, spectral_mul hU, spectral_mul hU]
    unfold spectral
    rw [← add_mul, ← mul_add, ← sub_mul, ← mul_sub, diagonal_add, diagonal_sub]
    congr 3
    funext i
    push_cast
    ring

/-- For `U` with `Uᴴ U = 1`, the iteration for `U diag(d) Uᴴ` started from `U diag(y) Uᴴ` converges
to the matrix of the same form with entries `(d i)⁻¹`, where `0⁻¹ = 0`, if for each `i` either
`|1 - d i * y i| < 1` or `d i` and `y i` both vanish. -/
theorem spectral_tendsto {U : Matrix n n ℂ} (hU : Uᴴ * U = 1) (d y : n → ℝ)
    (h : ∀ i, (d i = 0 ∧ y i = 0) ∨ |1 - d i * y i| < 1) :
    Tendsto (schulz (spectral U d) (spectral U y)) atTop
      (𝓝 (spectral U (fun i => (d i)⁻¹))) := by
  have hc : Continuous (spectral U) := by
    unfold spectral
    refine (continuous_const.matrix_mul (Continuous.matrix_diagonal ?_)).matrix_mul
      continuous_const
    exact continuous_pi fun i => Complex.continuous_ofReal.comp (continuous_apply i)
  have hs : Tendsto (fun k i => schulz (d i) (y i) k) atTop (𝓝 (fun i => (d i)⁻¹)) := by
    refine tendsto_pi_nhds.2 fun i => ?_
    rcases h i with ⟨h1, h2⟩ | h1
    · have hz : ∀ k, schulz (0 : ℝ) 0 k = 0 := by
        intro k
        induction k with
        | zero => rfl
        | succ k ih => rw [schulz, ih, zero_mul]
      simp only [h1, h2, hz, inv_zero]
      exact tendsto_const_nhds
    · exact scalar_tendsto h1
  exact ((hc.tendsto _).comp hs).congr fun k => (schulz_spectral hU d y k).symm

end

end SpectralTendsto
```

Messages:

```
Main.lean:99:29: error: Ambiguous term
  inv_zero
Possible interpretations:
  _root_.inv_zero : 0⁻¹ = 0
  
  Matrix.inv_zero : 0⁻¹ = 0
Main.lean:100:6: error: Type mismatch
  tendsto_const_nhds
has type
  Tendsto (fun x => ?m.222) ?m.223 (𝓝 ?m.222)
but is expected to have type
  Tendsto (fun i => 0) atTop (𝓝 0⁻¹)
```

What went wrong. The first message says that `inv_zero` has two possible meanings. The file has `open Matrix`, so the short name can stand for `Matrix.inv_zero`, which is about matrices, as well as for the general lemma `_root_.inv_zero`. Both are displayed as `0⁻¹ = 0`, and Lean does not choose between them in the `simp only` list.

The second message follows from the first. The goal it shows has been simplified by the other lemmas, but still contains `𝓝 0⁻¹`, because the rewrite of `0⁻¹` to `0` was not made. `tendsto_const_nhds` says that a constant sequence tends to that same constant, whereas here the sequence is `0` and the limit is written `0⁻¹`. The two are equal by a lemma, but Lean does not identify them when it matches the types.

The repair writes `_root_.inv_zero`, which names the general lemma outright. It applies to the real number zero, so `simp only` turns the limit into `0`, and the unchanged line with `tendsto_const_nhds` then closes the goal.

Fix (accepted with no message):

```diff
@@ -97,5 +97,5 @@
         | zero => rfl
         | succ k ih => rw [schulz, ih, zero_mul]
-      simp only [h1, h2, hz, inv_zero]
+      simp only [h1, h2, hz, _root_.inv_zero]
       exact tendsto_const_nhds
     · exact scalar_tendsto h1
```
